# The second derivative of a one-dimensional Gaussian orbital

The lemma `deriv_deriv_gaussian` states that the real orbital φ(x) = exp(−x²/2) on the line has second derivative (x² − 1) exp(−x²/2) at every point x. The orbital is dimensionless and unnormalised, the integral of φ² being √π; the normalised orbital is π^(−1/4) φ, and its second derivative is π^(−1/4) (x² − 1) exp(−x²/2). The index type `Unit` means that there is just one orbital in the family. The proof takes the first derivative, −x exp(−x²/2), from an earlier lemma, differentiates it by the product rule, and leaves the remaining algebra to `ring`.

The failing Lean file:

```lean
import Mathlib

open MeasureTheory Filter Topology

namespace KineticEnergyDensities

noncomputable section

/-- A single Gaussian orbital `exp(-x²/2)`. -/
def gaussianOrbital : Unit → ℝ → ℝ := fun _ x => Real.exp (-x ^ 2 / 2)

/-- The first derivative of the Gaussian orbital is `-x exp(-x²/2)`. -/
lemma hasDerivAt_gaussian (i : Unit) (x : ℝ) :
    HasDerivAt (gaussianOrbital i) (-x * Real.exp (-x ^ 2 / 2)) x := by
  have h : HasDerivAt (fun y : ℝ => -y ^ 2 / 2) (-x) x :=
    ((hasDerivAt_pow 2 x).fun_neg.div_const 2).congr_deriv (by simp; ring)
  exact h.exp.congr_deriv (by ring)

/-- The second derivative of the Gaussian orbital is `(x² - 1) exp(-x²/2)`. -/
lemma deriv_deriv_gaussian (i : Unit) (x : ℝ) :
    deriv (deriv (gaussianOrbital i)) x = (x ^ 2 - 1) * Real.exp (-x ^ 2 / 2) := by
  have h1 : deriv (gaussianOrbital i) = fun y => -y * Real.exp (-y ^ 2 / 2) :=
    funext fun y => (hasDerivAt_gaussian i y).deriv
  rw [h1]
  have h2 : HasDerivAt (fun y : ℝ => -y * Real.exp (-y ^ 2 / 2)) _ x :=
    (hasDerivAt_id' x).fun_neg.fun_mul (hasDerivAt_gaussian i x)
  rw [h2.deriv]
  simp only [gaussianOrbital]
  ring

end

end KineticEnergyDensities
```

The compiler's answer:

```
Main.lean:28:2: error: `simp` made no progress
```

What went wrong. The message "`simp` made no progress" means that `simp only [gaussianOrbital]` found nothing to rewrite in the goal, which Lean treats as an error. The step was there to unfold the name `gaussianOrbital`, but by then the name was no longer in the goal.

The reason lies in `h2`. Its stated type writes the function out as `-y * Real.exp (-y ^ 2 / 2)`, and Lean matches the product rule `fun_mul` against that type. The second factor is therefore taken in its explicit exponential form, and `hasDerivAt_gaussian i x` is accepted for it because `gaussianOrbital i` unfolds to the same function. The derivative left as `_` is then filled in with the explicit exponential too, so after `rw [h2.deriv]` there is no `gaussianOrbital` to unfold.

The diff deletes the `simp only` line. What remains is an identity between polynomials in `x` multiplied by the same exponential, and `ring` proves it directly.

The mended proof, as a diff:

```diff
@@ -26,5 +26,4 @@
     (hasDerivAt_id' x).fun_neg.fun_mul (hasDerivAt_gaussian i x)
   rw [h2.deriv]
-  simp only [gaussianOrbital]
   ring
 
```
